# A level-counting criterion for ghosts in a one-projector ultrasoft model

The first choice is what to count as a ghost, the spurious low-lying state that a separable pseudopotential can produce. Let $H$ be the ultrasoft Hamiltonian and $S$ its overlap operator, built with a single projector so that a reference state $\varphi$ solves $H\varphi=\varepsilon S\varphi$ at the reference energy $\varepsilon$. Here "no ghost" means that $\langle x,(H-\varepsilon S)x\rangle\ge 0$ for every $x$. This suits a reference state $\varphi$ that is meant to be the lowest in its channel.

Write $A=H_{\rm loc}-\varepsilon$, with $H_{\rm loc}$ the real symmetric local Hamiltonian (for an atom, the radial one of that channel), and $a=\langle\varphi,A\varphi\rangle\neq0$. There is no ghost exactly when $a>0$ and $H_{\rm loc}$ has no level below $\varepsilon$, or $a<0$ and it has exactly one. In this finite, one-projector model, and with $S$ positive definite, a pseudopotential can thus be tested for ghosts below $\varepsilon$ from the local spectrum and the sign of $a$. Spurious states above $\varepsilon$ are not detected.

## The operators

```lean
import Mathlib

open Matrix

namespace UltrasoftGhostCriterion

noncomputable section

variable {n : Type*} [Fintype n] [DecidableEq n] {Hloc : Matrix n n ℝ} {ε : ℝ} {φ : n → ℝ}
```

The finite type `n` labels an orthonormal basis. `Hloc` is a real matrix, `ε` a number and `φ` a vector of real coefficients. Below, `*ᵥ` applies a matrix to a vector and `⬝ᵥ` is the dot product.

```lean
/-- The local Hamiltonian measured from the reference energy, `A = Hloc - ε`. -/
def shifted (Hloc : Matrix n n ℝ) (ε : ℝ) : Matrix n n ℝ := Hloc - ε • (1 : Matrix n n ℝ)
```

This is $A=H_{\rm loc}-\varepsilon$.

```lean
/-- The number `a = ⟨φ, (Hloc - ε) φ⟩` for the reference state `φ`. -/
def coupling (Hloc : Matrix n n ℝ) (ε : ℝ) (φ : n → ℝ) : ℝ := φ ⬝ᵥ shifted Hloc ε *ᵥ φ
```

This is $a=\langle\varphi,A\varphi\rangle$. The state $\varphi$ need not be normalised.

```lean
/-- The projector function `β = (Hloc - ε) φ / a`. -/
def projector (Hloc : Matrix n n ℝ) (ε : ℝ) (φ : n → ℝ) : n → ℝ :=
  (coupling Hloc ε φ)⁻¹ • (shifted Hloc ε *ᵥ φ)
```

The projector is $\beta=A\varphi/a$, so $\langle\beta,\varphi\rangle=1$ when $a\ne0$. Nothing requires $\beta$ to be confined to a core region.

```lean
/-- The ultrasoft overlap operator `S = 1 + q β βᵀ` with augmentation charge `q`. -/
def overlap (Hloc : Matrix n n ℝ) (ε q : ℝ) (φ : n → ℝ) : Matrix n n ℝ :=
  1 + q • vecMulVec (projector Hloc ε φ) (projector Hloc ε φ)
```

The overlap is $S=1+q\,\beta\beta^T$, where `vecMulVec` forms the dyad. The augmentation charge $q$ stands for the norm that the smooth pseudo-state lacks; here it is any real number.

```lean
/-- The ultrasoft Hamiltonian `H = Hloc + (ε q - a) β βᵀ`. -/
def hamiltonian (Hloc : Matrix n n ℝ) (ε q : ℝ) (φ : n → ℝ) : Matrix n n ℝ :=
  Hloc + (ε * q - coupling Hloc ε φ) • vecMulVec (projector Hloc ε φ) (projector Hloc ε φ)
```

The Hamiltonian is $H=H_{\rm loc}+(\varepsilon q-a)\beta\beta^T$, with a fixed potential and no self-consistency.

```lean
/-- The secular operator `H - ε S` at the reference energy. -/
def secular (Hloc : Matrix n n ℝ) (ε q : ℝ) (φ : n → ℝ) : Matrix n n ℝ :=
  hamiltonian Hloc ε q φ - ε • overlap Hloc ε q φ
```

Call this operator $M=H-\varepsilon S$.

```lean
/-- The normalised eigenstates of the local Hamiltonian. -/
def levelState (hH : Hloc.IsHermitian) (i : n) : n → ℝ := (hH.eigenvectorBasis i).ofLp
```

The hypothesis `hH` says that $H_{\rm loc}$ is Hermitian, which for a real matrix means symmetric. It supplies levels $\lambda_i$ (`hH.eigenvalues i`) and normalised eigenstates $\psi_i$ (`levelState hH i`).

```lean
/-- The number of levels of the local Hamiltonian below `ε`, counted with multiplicity. -/
def levelsBelow (hH : Hloc.IsHermitian) (ε : ℝ) : ℕ :=
  (Finset.univ.filter fun i => hH.eigenvalues i < ε).card
```

This counts the indices with $\lambda_i<\varepsilon$, so a degenerate level counts with its multiplicity. It is also the number of negative eigenvalues of $A$.

## Expectation values of the local Hamiltonian

```lean
omit [DecidableEq n] in
/-- The operator `u uᵀ` sends `x` to `⟨u, x⟩ u`. -/
theorem dyad_mulVec (u x : n → ℝ) : vecMulVec u u *ᵥ x = (u ⬝ᵥ x) • u := by
  ext i
  simp only [Matrix.mulVec, dotProduct, Matrix.vecMulVec_apply, Pi.smul_apply, smul_eq_mul,
    Finset.sum_mul]
  exact Finset.sum_congr rfl fun j _ => by ring
```

In components, $\sum_j u_iu_jx_j=\langle u,x\rangle u_i$.

```lean
/-- Between a local eigenstate and any state, `Hloc - ε` acts as the level energy minus `ε`. -/
theorem levelState_form (hH : Hloc.IsHermitian) (ε : ℝ) (i : n) (y : n → ℝ) :
    levelState hH i ⬝ᵥ shifted Hloc ε *ᵥ y
      = (hH.eigenvalues i - ε) * (levelState hH i ⬝ᵥ y) := by
  have hT : Hlocᵀ = Hloc := by
    rw [← Matrix.conjTranspose_eq_transpose_of_trivial]
    exact hH.eq
  have h1 : Hloc *ᵥ levelState hH i = hH.eigenvalues i • levelState hH i :=
    hH.mulVec_eigenvectorBasis i
  have h2 : levelState hH i ⬝ᵥ Hloc *ᵥ y = hH.eigenvalues i * (levelState hH i ⬝ᵥ y) := by
    rw [Matrix.dotProduct_mulVec, ← Matrix.mulVec_transpose, hT, h1, smul_dotProduct, smul_eq_mul]
  rw [shifted, Matrix.sub_mulVec, Matrix.smul_mulVec, Matrix.one_mulVec, dotProduct_sub,
    dotProduct_smul, h2, smul_eq_mul]
  ring
```

Symmetry lets $H_{\rm loc}$ act to the left on its eigenstate, which gives $\langle\psi_i,Ay\rangle=(\lambda_i-\varepsilon)\langle\psi_i,y\rangle$. In the proof, `h1` is the eigenvalue equation and `h2` the step to the left.

```lean
/-- The local eigenstates are orthonormal, and the matrix elements of `Hloc - ε` are sums over
the local levels. -/
theorem form_spectral (hH : Hloc.IsHermitian) (ε : ℝ) :
    (∀ i j, levelState hH i ⬝ᵥ levelState hH j = if i = j then 1 else 0) ∧
    ∀ x y : n → ℝ, x ⬝ᵥ shifted Hloc ε *ᵥ y
      = ∑ i, (hH.eigenvalues i - ε) * ((levelState hH i ⬝ᵥ x) * (levelState hH i ⬝ᵥ y)) := by
  have hin : ∀ x y : EuclideanSpace ℝ n, inner ℝ x y = x.ofLp ⬝ᵥ y.ofLp := by
    intro x y
    simp [PiLp.inner_apply, dotProduct, mul_comm]
  constructor
  · intro i j
    have h := orthonormal_iff_ite.mp hH.eigenvectorBasis.orthonormal i j
    rw [hin] at h
    exact h
  · intro x y
    -- Parseval's identity in the eigenbasis
    have hp : ∑ i, (x ⬝ᵥ levelState hH i) * (levelState hH i ⬝ᵥ shifted Hloc ε *ᵥ y)
        = x ⬝ᵥ shifted Hloc ε *ᵥ y := by
      have h := hH.eigenvectorBasis.sum_inner_mul_inner (WithLp.toLp 2 x)
        (WithLp.toLp 2 (shifted Hloc ε *ᵥ y))
      simp only [hin] at h
      exact h
    rw [← hp]
    refine Finset.sum_congr rfl fun i _ => ?_
    rw [levelState_form, dotProduct_comm x (levelState hH i)]
    ring
```

The first part is $\langle\psi_i,\psi_j\rangle=\delta_{ij}$. For the second, insert the complete set $\sum_i\psi_i\psi_i^T=1$ (`hp`) and use the previous lemma:
$$\langle x,Ay\rangle=\sum_i(\lambda_i-\varepsilon)\langle\psi_i,x\rangle\langle\psi_i,y\rangle.$$

```lean
/-- A state orthogonal to every local eigenstate below `ε` has a nonnegative expectation value
of `Hloc - ε`. -/
theorem form_nonneg (hH : Hloc.IsHermitian) (ε : ℝ) (x : n → ℝ)
    (hx : ∀ i, hH.eigenvalues i < ε → levelState hH i ⬝ᵥ x = 0) :
    0 ≤ x ⬝ᵥ shifted Hloc ε *ᵥ x := by
  rw [(form_spectral hH ε).2]
  refine Finset.sum_nonneg fun i _ => ?_
  by_cases h : hH.eigenvalues i < ε
  · rw [hx i h]
    simp
  · exact mul_nonneg (sub_nonneg.mpr (not_lt.mp h)) (mul_self_nonneg _)
```

Set $y=x$ in that sum. Terms with $\lambda_i<\varepsilon$ vanish by hypothesis, and the others are nonnegative.

```lean
/-- The quadratic form `⟨z, (Hloc - ε) z⟩` at `z = s x - t y`, which need not be normalised. -/
theorem form_comb (hH : Hloc.IsHermitian) (ε s t : ℝ) (x y : n → ℝ) :
    (s • x - t • y) ⬝ᵥ shifted Hloc ε *ᵥ (s • x - t • y)
      = s ^ 2 * (x ⬝ᵥ shifted Hloc ε *ᵥ x) - 2 * s * t * (x ⬝ᵥ shifted Hloc ε *ᵥ y)
        + t ^ 2 * (y ⬝ᵥ shifted Hloc ε *ᵥ y) := by
  have hs : y ⬝ᵥ shifted Hloc ε *ᵥ x = x ⬝ᵥ shifted Hloc ε *ᵥ y := by
    rw [(form_spectral hH ε).2 y x, (form_spectral hH ε).2 x y]
    exact Finset.sum_congr rfl fun i _ => by ring
  simp only [Matrix.mulVec_sub, Matrix.mulVec_smul, dotProduct_sub, sub_dotProduct,
    dotProduct_smul, smul_dotProduct, smul_eq_mul]
  linear_combination (-s * t) * hs
```

Since $A$ is symmetric, the two cross terms agree:
$$\langle sx-ty,A(sx-ty)\rangle=s^2\langle x,Ax\rangle-2st\langle x,Ay\rangle+t^2\langle y,Ay\rangle.$$
The tactic `linear_combination` verifies that the goal follows algebraically from the equations it is given.

## The operator at the reference energy

```lean
/-- For `a ≠ 0`, the operator `H - ε S` multiplied by `a` is `a A - (A φ)(A φ)ᵀ` with `A = Hloc -
ε`. -/
theorem secular_mulVec (q : ℝ) (x : n → ℝ) (ha : coupling Hloc ε φ ≠ 0) :
    coupling Hloc ε φ • (secular Hloc ε q φ *ᵥ x)
      = coupling Hloc ε φ • (shifted Hloc ε *ᵥ x)
        - ((shifted Hloc ε *ᵥ φ) ⬝ᵥ x) • (shifted Hloc ε *ᵥ φ) := by
  -- the augmentation charge drops out at the reference energy
  have h1 : secular Hloc ε q φ = shifted Hloc ε
      - coupling Hloc ε φ • vecMulVec (projector Hloc ε φ) (projector Hloc ε φ) := by
    simp only [secular, hamiltonian, overlap, shifted]
    module
  rw [h1, Matrix.sub_mulVec, Matrix.smul_mulVec, dyad_mulVec, projector, smul_dotProduct]
  ext i
  simp only [Pi.smul_apply, Pi.sub_apply, smul_eq_mul]
  linear_combination (-(((shifted Hloc ε *ᵥ φ) ⬝ᵥ x) * (shifted Hloc ε *ᵥ φ) i)
    * (coupling Hloc ε φ * (coupling Hloc ε φ)⁻¹ + 1)) * mul_inv_cancel₀ ha
```

The terms in $q$ cancel:
$$M=A+(\varepsilon q-a)\beta\beta^T-\varepsilon q\,\beta\beta^T=A-a\beta\beta^T.$$
Apply this to $x$, multiply by $a$ and use $a\beta=A\varphi$:
$$aMx=aAx-\langle A\varphi,x\rangle A\varphi.$$

```lean
/-- If `a ≠ 0`, the reference state solves the ultrasoft equation at the reference energy: `(H - ε
S) φ = 0`. -/
theorem secular_reference (q : ℝ) (ha : coupling Hloc ε φ ≠ 0) :
    secular Hloc ε q φ *ᵥ φ = 0 := by
  have h := secular_mulVec q φ ha
  have hc : (shifted Hloc ε *ᵥ φ) ⬝ᵥ φ = coupling Hloc ε φ := dotProduct_comm _ _
  rw [hc, sub_self] at h
  exact (smul_eq_zero.mp h).resolve_left ha
```

For $x=\varphi$ the right-hand side is $aA\varphi-aA\varphi=0$. As $a\neq0$, $M\varphi=0$, which is $H\varphi=\varepsilon S\varphi$.

```lean
/-- For `a ≠ 0`, the quadratic form `⟨x, (H - ε S) x⟩`, multiplied by `a`, in terms of `A = Hloc -
ε`. -/
theorem secular_form (q : ℝ) (x : n → ℝ) (ha : coupling Hloc ε φ ≠ 0) :
    coupling Hloc ε φ * (x ⬝ᵥ secular Hloc ε q φ *ᵥ x)
      = coupling Hloc ε φ * (x ⬝ᵥ shifted Hloc ε *ᵥ x) - (x ⬝ᵥ shifted Hloc ε *ᵥ φ) ^ 2 := by
  have h := congrArg (fun v => x ⬝ᵥ v) (secular_mulVec q x ha)
  simp only [dotProduct_smul, dotProduct_sub, smul_eq_mul] at h
  rw [dotProduct_comm (shifted Hloc ε *ᵥ φ) x] at h
  linear_combination h
```

The dot product with $x$ gives
$$a\langle x,Mx\rangle=a\langle x,Ax\rangle-\langle x,A\varphi\rangle^2.$$

## The criterion

```lean
/-- Ghost criterion for `a ≠ 0`: `H - ε S` is positive semidefinite exactly when `a > 0` and the
local Hamiltonian has no level below `ε`, or `a < 0` and it has exactly one. -/
theorem no_ghost_iff (hH : Hloc.IsHermitian) (q : ℝ) (ha : coupling Hloc ε φ ≠ 0) :
    (∀ x, 0 ≤ x ⬝ᵥ secular Hloc ε q φ *ᵥ x) ↔
      (0 < coupling Hloc ε φ ∧ levelsBelow hH ε = 0) ∨
      (coupling Hloc ε φ < 0 ∧ levelsBelow hH ε = 1) := by
  have hc : φ ⬝ᵥ shifted Hloc ε *ᵥ φ = coupling Hloc ε φ := rfl
  have none : levelsBelow hH ε = 0 → ∀ i, ¬ hH.eigenvalues i < ε := by
    intro h i hi
    unfold levelsBelow at h
    exact Finset.card_ne_zero_of_mem (Finset.mem_filter.mpr ⟨Finset.mem_univ i, hi⟩) h
  have diag : ∀ i, levelState hH i ⬝ᵥ shifted Hloc ε *ᵥ levelState hH i
      = hH.eigenvalues i - ε := by
    intro i
    rw [levelState_form, (form_spectral hH ε).1, if_pos rfl, mul_one]
  constructor
  · intro hM
    rcases lt_or_gt_of_ne ha with hneg | hpos
    · refine Or.inr ⟨hneg, le_antisymm ?_ ?_⟩
      · -- two low levels would leave a negative direction A-orthogonal to φ
        unfold levelsBelow
        refine Finset.card_le_one.mpr fun i hi j hj => ?_
        by_contra hij
        have hi' : hH.eigenvalues i < ε := (Finset.mem_filter.mp hi).2
        have hj' : hH.eigenvalues j < ε := (Finset.mem_filter.mp hj).2
        have orth : ∀ x, x ⬝ᵥ shifted Hloc ε *ᵥ φ = 0 → 0 ≤ x ⬝ᵥ shifted Hloc ε *ᵥ x := by
          intro x hx
          have h := secular_form q x ha
          rw [hx] at h
          have h2 : x ⬝ᵥ secular Hloc ε q φ *ᵥ x = x ⬝ᵥ shifted Hloc ε *ᵥ x :=
            mul_left_cancel₀ ha (by linear_combination h)
          rw [← h2]
          exact hM x
        have eij : levelState hH i ⬝ᵥ shifted Hloc ε *ᵥ levelState hH j = 0 := by
          rw [levelState_form, (form_spectral hH ε).1, if_neg hij, mul_zero]
        have h1 := orth ((levelState hH j ⬝ᵥ shifted Hloc ε *ᵥ φ) • levelState hH i
          - (levelState hH i ⬝ᵥ shifted Hloc ε *ᵥ φ) • levelState hH j) (by
            rw [sub_dotProduct, smul_dotProduct, smul_dotProduct, smul_eq_mul, smul_eq_mul]
            ring)
        rw [form_comb hH, diag i, diag j, eij] at h1
        have hp : levelState hH i ⬝ᵥ shifted Hloc ε *ᵥ φ = 0 := by
          by_contra h
          have h2 := lt_of_le_of_ne (sq_nonneg _) (Ne.symm (pow_ne_zero 2 h))
          nlinarith [mul_pos h2 (sub_pos.mpr hj'), mul_nonneg
            (sq_nonneg (levelState hH j ⬝ᵥ shifted Hloc ε *ᵥ φ)) (sub_pos.mpr hi').le]
        have h3 := orth _ hp
        rw [diag i] at h3
        linarith
      · refine Nat.one_le_iff_ne_zero.mpr fun h0 => ?_
        have h := form_nonneg hH ε φ fun i hi => absurd hi (none h0 i)
        exact not_le_of_gt hneg h
    · refine Or.inl ⟨hpos, ?_⟩
      unfold levelsBelow
      rw [Finset.card_eq_zero, Finset.filter_eq_empty_iff]
      intro i _ hi
      have hi' : hH.eigenvalues i < ε := hi
      have h := secular_form q (levelState hH i) ha
      rw [diag i] at h
      nlinarith [mul_nonneg hpos.le (hM (levelState hH i)), mul_pos hpos (sub_pos.mpr hi'),
        sq_nonneg (levelState hH i ⬝ᵥ shifted Hloc ε *ᵥ φ)]
  · intro hcase x
    -- scale x by a and subtract a multiple of φ, so that the result y is A-orthogonal to φ
    obtain ⟨y, hyφ, hyx⟩ : ∃ y : n → ℝ, y ⬝ᵥ shifted Hloc ε *ᵥ φ = 0 ∧
        coupling Hloc ε φ ^ 2 * (x ⬝ᵥ secular Hloc ε q φ *ᵥ x)
          = y ⬝ᵥ shifted Hloc ε *ᵥ y := by
      refine ⟨coupling Hloc ε φ • x - (x ⬝ᵥ shifted Hloc ε *ᵥ φ) • φ, ?_, ?_⟩
      · rw [sub_dotProduct, smul_dotProduct, smul_dotProduct, smul_eq_mul, smul_eq_mul, hc]
        ring
      · rw [form_comb hH, hc]
        linear_combination coupling Hloc ε φ * secular_form q x ha
    have hy : 0 ≤ y ⬝ᵥ shifted Hloc ε *ᵥ y := by
      rcases hcase with ⟨_, h0⟩ | ⟨hneg, h1⟩
      · exact form_nonneg hH ε y fun i hi => absurd hi (none h0 i)
      · unfold levelsBelow at h1
        obtain ⟨k, hk⟩ := Finset.card_eq_one.mp h1
        have only : ∀ i, hH.eigenvalues i < ε → i = k := by
          intro i hi
          have hm : i ∈ Finset.univ.filter fun i => hH.eigenvalues i < ε :=
            Finset.mem_filter.mpr ⟨Finset.mem_univ i, hi⟩
          rw [hk] at hm
          exact Finset.mem_singleton.mp hm
        have hφ : levelState hH k ⬝ᵥ φ ≠ 0 := by
          intro h0
          have h := form_nonneg hH ε φ fun i hi => by rw [only i hi]; exact h0
          exact not_le_of_gt hneg h
        -- combine y and φ to be orthogonal to the single low level
        have h := form_nonneg hH ε
          ((levelState hH k ⬝ᵥ φ) • y - (levelState hH k ⬝ᵥ y) • φ) (by
            intro i hi
            rw [only i hi, dotProduct_sub, dotProduct_smul, dotProduct_smul, smul_eq_mul,
              smul_eq_mul]
            ring)
        rw [form_comb hH, hyφ, hc] at h
        by_contra hlt
        have h2 := lt_of_le_of_ne (sq_nonneg _) (Ne.symm (pow_ne_zero 2 hφ))
        have h3 := mul_neg_of_pos_of_neg h2 (not_le.mp hlt)
        have h4 := mul_nonneg (sq_nonneg (levelState hH k ⬝ᵥ y)) (neg_pos.mpr hneg).le
        linarith
    by_contra hlt
    have h2 := lt_of_le_of_ne (sq_nonneg _) (Ne.symm (pow_ne_zero 2 ha))
    have h3 := mul_neg_of_pos_of_neg h2 (not_le.mp hlt)
    linarith
```

The statement is an equivalence (`↔`) for every real $q$. Write $b_i=\langle\psi_i,A\varphi\rangle$.

**From no ghost to the count.** Assume $\langle x,Mx\rangle\ge0$ for all $x$.

- Let $a>0$. If $\lambda_i<\varepsilon$, the last formula at $x=\psi_i$ gives $a\langle\psi_i,M\psi_i\rangle=a(\lambda_i-\varepsilon)-b_i^2<0$, a contradiction. So no level lies below $\varepsilon$.
- Let $a<0$. With no low level, `form_nonneg` would give $a\ge0$, so there is at least one. Suppose there were two, $i\ne j$. Whenever $\langle x,A\varphi\rangle=0$, we have $\langle x,Ax\rangle=\langle x,Mx\rangle\ge0$; this is `orth`. The choice $x=b_j\psi_i-b_i\psi_j$ qualifies, hence
$$b_j^2(\lambda_i-\varepsilon)+b_i^2(\lambda_j-\varepsilon)\ge0.$$
Both brackets are negative, so $b_i=0$. Then $\psi_i$ itself qualifies, and $\lambda_i-\varepsilon\ge0$, a contradiction.

**From the count to no ghost.** Given $x$, put $y=ax-\langle x,A\varphi\rangle\varphi$. Then $\langle y,A\varphi\rangle=0$ and
$$\langle y,Ay\rangle=a^2\langle x,Ax\rangle-a\langle x,A\varphi\rangle^2=a^2\langle x,Mx\rangle.$$
It remains to show $\langle y,Ay\rangle\ge0$. With no low level this is `form_nonneg`.

With $a<0$ and a single low level $k$, let $c=\langle\psi_k,\varphi\rangle$ and $d=\langle\psi_k,y\rangle$. Here $c\neq0$, since otherwise $a\ge0$. The state $cy-d\varphi$ is orthogonal to $\psi_k$, so
$$0\le c^2\langle y,Ay\rangle+d^2a.$$
Because $a<0$, this forces $\langle y,Ay\rangle\ge0$.

In Lean, `rcases` splits the cases, `by_contra` starts an argument by contradiction, and `linarith` and `nlinarith` close the inequalities.

## Solutions of the ultrasoft equation

```lean
/-- For `q ≥ 0`, if the ghost criterion holds, every solution of `H x = E S x` with `x ≠ 0` has
`E ≥ ε`. -/
theorem reference_is_lowest (hH : Hloc.IsHermitian) {q E : ℝ} (hq : 0 ≤ q)
    (ha : coupling Hloc ε φ ≠ 0)
    (hcrit : (0 < coupling Hloc ε φ ∧ levelsBelow hH ε = 0) ∨
      (coupling Hloc ε φ < 0 ∧ levelsBelow hH ε = 1))
    {x : n → ℝ} (hx : x ≠ 0)
    (hE : hamiltonian Hloc ε q φ *ᵥ x = E • (overlap Hloc ε q φ *ᵥ x)) : ε ≤ E := by
  have hM := (no_ghost_iff hH q ha).mpr hcrit x
  rw [secular, Matrix.sub_mulVec, Matrix.smul_mulVec, hE, ← sub_smul, dotProduct_smul,
    smul_eq_mul] at hM
  -- the overlap operator is positive definite
  have hS : 0 < x ⬝ᵥ overlap Hloc ε q φ *ᵥ x := by
    have h0 : 0 ≤ x ⬝ᵥ x := Finset.sum_nonneg fun i _ => mul_self_nonneg _
    have h1 : 0 < x ⬝ᵥ x :=
      lt_of_le_of_ne h0 fun h => hx (dotProduct_self_eq_zero.mp h.symm)
    rw [overlap, Matrix.add_mulVec, Matrix.one_mulVec, Matrix.smul_mulVec, dyad_mulVec,
      dotProduct_add, dotProduct_smul, dotProduct_smul, smul_eq_mul, smul_eq_mul,
      dotProduct_comm x (projector Hloc ε φ)]
    have h2 := mul_nonneg hq (mul_self_nonneg (projector Hloc ε φ ⬝ᵥ x))
    linarith
  by_contra hlt
  have h3 := mul_neg_of_neg_of_pos (sub_neg.mpr (not_le.mp hlt)) hS
  linarith

end

end UltrasoftGhostCriterion
```

Let $Hx=ESx$ with $x\ne0$. The criterion gives
$$0\le\langle x,Mx\rangle=(E-\varepsilon)\langle x,Sx\rangle.$$
For $q\ge0$, $\langle x,Sx\rangle=\langle x,x\rangle+q\langle\beta,x\rangle^2>0$ (`hS`), so $E\ge\varepsilon$.

Without $q\ge0$ the conclusion can fail. Take one basis function, $H_{\rm loc}=\varepsilon+1$, $\varphi=1$ and $q=-1$. Then $a=\beta=1$ and no local level lies below $\varepsilon$, so the criterion holds. But $S=0$ and $H=\varepsilon+1+(-\varepsilon-1)=0$, so every $E$ solves the equation, including those below $\varepsilon$. This example is algebraic, not physical: an admissible overlap operator is positive definite. For such an $S$ the argument above gives $E\ge\varepsilon$ whatever the sign of $q$; the hypothesis $q\ge0$ is a simple sufficient condition.

A ghost could also be defined as a solution of $Hx=ESx$ with $E<\varepsilon$. For $q\ge0$ this leads to the same criterion, because minimising $\langle x,Hx\rangle/\langle x,Sx\rangle$ turns a negative direction of $M$ into such a solution; that converse is a textbook variational argument, not proved here. The price of this definition would be a condition on $q$ in the criterion itself.

```lean
#print axioms UltrasoftGhostCriterion.secular_reference
#print axioms UltrasoftGhostCriterion.no_ghost_iff
#print axioms UltrasoftGhostCriterion.reference_is_lowest
```

```
'UltrasoftGhostCriterion.secular_reference' depends on axioms: [propext, Classical.choice, Quot.sound]
'UltrasoftGhostCriterion.no_ghost_iff' depends on axioms: [propext, Classical.choice, Quot.sound]
'UltrasoftGhostCriterion.reference_is_lowest' depends on axioms: [propext, Classical.choice, Quot.sound]
```
